# The integral of a correlated Gaussian with a positive definite exponent matrix

An explicitly correlated Gaussian is the function exp(−xᵀAx) of n real coordinates, in which the off-diagonal entries of the matrix A couple different coordinates. The theorem `integral_correlatedGaussian` states that, for A real and positive definite, its integral over all of ℝⁿ is π^(n/2)/√(det A). The Gaussian is centred at the origin and is not normalised, and what is integrated is the function itself, not its square. The proof factors A as BᵀB and passes to the coordinates y = Bx, which brings in a factor 1/|det B| and leaves the spherical Gaussian exp(−|y|²), whose integral is π^(n/2).

The failing Lean file:

```lean
import Mathlib

open MeasureTheory Matrix Real
open scoped MatrixOrder

namespace IntegralCorrelatedGaussian

noncomputable section

variable {ι : Type*} [Fintype ι] [DecidableEq ι]

/-- The explicitly correlated Gaussian `exp(-xᵀ A x)` with exponent matrix `A`. -/
def correlatedGaussian {ι : Type*} [Fintype ι] (A : Matrix ι ι ℝ) (x : ι → ℝ) : ℝ :=
  Real.exp (-(x ⬝ᵥ A *ᵥ x))

omit [DecidableEq ι] in
/-- The spherical Gaussian `exp(-|x|²)` in `n` coordinates integrates to `π^(n/2)`. -/
theorem integral_spherical :
    ∫ x : ι → ℝ, Real.exp (-(x ⬝ᵥ x)) = π ^ ((Fintype.card ι : ℝ) / 2) := by
  -- the integrand is a product of one-dimensional Gaussians
  have hprod : ∀ x : ι → ℝ,
      Real.exp (-(x ⬝ᵥ x)) = ∏ i, Real.exp (-1 * x i ^ 2) := by
    intro x
    rw [← Real.exp_sum]
    congr 1
    simp [dotProduct, pow_two, Finset.sum_neg_distrib]
  simp only [hprod]
  rw [integral_fintype_prod_volume_eq_prod (f := fun (_ : ι) (t : ℝ) => Real.exp (-1 * t ^ 2))]
  simp only [integral_gaussian, div_one, Finset.prod_const, Finset.card_univ]
  rw [Real.sqrt_eq_rpow, ← Real.rpow_natCast, ← Real.rpow_mul Real.pi_pos.le]
  congr 1
  ring

/-- Under an invertible linear change of coordinates `B`, the integral of a continuous function
acquires the Jacobian factor `1/|det B|`. -/
theorem integral_comp_mulVec (B : Matrix ι ι ℝ) (hB : B.det ≠ 0)
    (f : (ι → ℝ) → ℝ) (hf : Continuous f) :
    ∫ x, f (B *ᵥ x) = |B.det|⁻¹ * ∫ y, f y := by
  have hm : Measurable (fun x : ι → ℝ => B *ᵥ x) :=
    (Continuous.matrix_mulVec continuous_const continuous_id).measurable
  have hmap : Measure.map (fun x : ι → ℝ => B *ᵥ x) volume
      = ENNReal.ofReal |B.det⁻¹| • volume :=
    Real.map_matrix_volume_pi_eq_smul_volume_pi hB
  have h := integral_map (μ := volume) hm.aemeasurable hf.aestronglyMeasurable
  rw [hmap, integral_smul_measure, ENNReal.toReal_ofReal (abs_nonneg _), abs_inv,
    smul_eq_mul] at h
  exact h.symm

/-- For a real positive definite `n × n` matrix `A`, the correlated Gaussian `exp(-xᵀ A x)`
integrates to `π^(n/2) / √(det A)`. -/
theorem integral_correlatedGaussian {A : Matrix ι ι ℝ} (hA : A.PosDef) :
    ∫ x, correlatedGaussian A x = π ^ ((Fintype.card ι : ℝ) / 2) / √A.det := by
  -- factor the exponent matrix as `A = Bᵀ B`
  obtain ⟨B, hB⟩ : ∃ B : Matrix ι ι ℝ, A = Bᴴ * B :=
    CStarAlgebra.nonneg_iff_eq_star_mul_self.mp hA.posSemidef.nonneg
  have hdet : A.det = B.det ^ 2 := by
    rw [hB, Matrix.det_mul, Matrix.det_conjTranspose, star_trivial]
    ring
  have hB0 : B.det ≠ 0 := by
    intro h
    have hpos := hA.det_pos
    rw [hdet, h] at hpos
    norm_num at hpos
  have hquad : ∀ x : ι → ℝ, x ⬝ᵥ A *ᵥ x = (B *ᵥ x) ⬝ᵥ (B *ᵥ x) := by
    intro x
    rw [hB, Matrix.conjTranspose_eq_transpose_of_trivial, ← Matrix.mulVec_mulVec,
      Matrix.dotProduct_mulVec x Bᵀ (B *ᵥ x), Matrix.vecMul_transpose]
  -- in the coordinates `y = B x` the Gaussian is spherical
  have hcont : Continuous (fun y : ι → ℝ => Real.exp (-(y ⬝ᵥ y))) := by
    simp only [dotProduct]
    fun_prop
  have h : ∫ x : ι → ℝ, Real.exp (-((B *ᵥ x) ⬝ᵥ (B *ᵥ x)))
      = |B.det|⁻¹ * ∫ y : ι → ℝ, Real.exp (-(y ⬝ᵥ y)) :=
    integral_comp_mulVec B hB0 _ hcont
  simp only [correlatedGaussian, hquad]
  rw [h, integral_spherical, hdet, Real.sqrt_sq_eq_abs, div_eq_inv_mul]

end

end IntegralCorrelatedGaussian
```

Lean reports:

```
Main.lean:52:77: error: unsolved goals
ι : Type u_1
inst✝¹ : Fintype ι
inst✝ : DecidableEq ι
A : Matrix ι ι ℝ
hA : A.PosDef
B : Matrix ι ι ℝ
hB : A = Bᴴ * B
hdet : A.det = B.det ^ 2
hB0 : B.det ≠ 0
hquad : ∀ (x : ι → ℝ), x ⬝ᵥ A *ᵥ x = B *ᵥ x ⬝ᵥ B *ᵥ x
hcont : Continuous fun y => rexp (-(y ⬝ᵥ y))
h : ∫ (x : ι → ℝ), rexp (-(B *ᵥ x ⬝ᵥ B *ᵥ x)) = |B.det|⁻¹ * ∫ (y : ι → ℝ), rexp (-(y ⬝ᵥ y))
⊢ |B.det|⁻¹ * π ^ (2⁻¹ * ↑(Fintype.card ι)) = π ^ (2⁻¹ * ↑(Fintype.card ι)) / |B.det|
```

What went wrong. Lean reports one unsolved goal, left over at the end of the proof. Before the last rewrite, the two sides were |det B|⁻¹ · π^(n/2) and π^(n/2) / |det B|, which are equal by `div_eq_inv_mul`, the rule that a / b = b⁻¹ * a.

But `rw` was given the rule without arguments, and the division it settled on was the n/2 in the exponent. Having fixed a and b as n and 2, it rewrote every copy of that one quotient, so both exponents in the message read `2⁻¹ * ↑(Fintype.card ι)`. The division by `|B.det|` was left untouched, and the two sides still did not match.

The repair drops this rewrite and closes the goal with `exact (div_eq_inv_mul _ _).symm`. Here the rule, read from right to left, has to match the whole equation, so a must be the power of π and b must be `|B.det|`. The exponents stay as they were.

Lean accepts the file once it reads:

```diff
@@ -74,5 +74,6 @@
     integral_comp_mulVec B hB0 _ hcont
   simp only [correlatedGaussian, hquad]
-  rw [h, integral_spherical, hdet, Real.sqrt_sq_eq_abs, div_eq_inv_mul]
+  rw [h, integral_spherical, hdet, Real.sqrt_sq_eq_abs]
+  exact (div_eq_inv_mul _ _).symm
 
 end
```
